# The potential matrix of a differentiable GGA is the derivative of its energy on a fixed quadrature grid

A Kohn–Sham program evaluates the exchange-correlation energy as a weighted sum over grid points. The self-consistency cycle then needs a matrix that tells how this energy responds to a change of the density matrix. Deriving the potential for the exact integral and discretising it afterwards leaves a doubt: does the resulting matrix belong to the number that the program prints? The problems below differentiate the finite sum itself, for a generalised gradient approximation (GGA) without spin polarisation and with grid and basis held fixed.

## Tables on the grid and a function of two variables

Let \(g\) label grid points, \(m,n\) real basis functions and \(i\) Cartesian directions. The data are the weights \(w_g\), the basis values \(\phi_{gm}\) and the basis gradients \(\nabla_i\phi_{gm}\), which are the fields `w`, `phi` and `dphi` of a structure. The weights may have any sign, and the number of directions is free.

```lean
import Mathlib

open Finset

noncomputable section

namespace GridFunctionalDerivative

/-- Quadrature weights `w`, real basis values `phi` and basis gradients `dphi` on a grid `G`,
for a basis `B` and Cartesian directions `ι`. -/
structure GridBasis (G B ι : Type*) where
  w : G → ℝ
  phi : G → B → ℝ
  dphi : G → B → ι → ℝ
```

The gradient of a product of two basis functions, `gradPair`, is

\[ \Gamma_{gmni}=\nabla_i\phi_{gm}\,\phi_{gn}+\phi_{gm}\,\nabla_i\phi_{gn}. \]

```lean
variable {G B ι : Type*} (S : GridBasis G B ι)

/-- The gradient of the product of two basis functions at a grid point, by the product rule. -/
def GridBasis.gradPair (g : G) (m n : B) (i : ι) : ℝ :=
  S.dphi g m i * S.phi g n + S.phi g m * S.dphi g n i
```

The energy density is a function \(f(\rho,\sigma)\) of the density and its squared gradient. Its partial derivatives \(f_\rho\) and \(f_\sigma\) are defined as the Fréchet derivative \(Df\) applied to the two unit vectors.

```lean
/-- The partial derivative of `f(ρ, σ)` with respect to the density, for differentiable `f`. -/
def fRho (f : ℝ × ℝ → ℝ) (p : ℝ × ℝ) : ℝ := fderiv ℝ f p (1, 0)

/-- The partial derivative of `f(ρ, σ)` with respect to `σ`, for differentiable `f`. -/
def fSigma (f : ℝ × ℝ → ℝ) (p : ℝ × ℝ) : ℝ := fderiv ℝ f p (0, 1)
```

## (a) The total differential of \(f\)

**Task.** Express \(Df\) at a point \(p\), applied to any change \((a,b)\), by the two partial derivatives:

\[ Df(p)(a,b)=f_\rho(p)\,a+f_\sigma(p)\,b. \]

**Solution.** Write \((a,b)=a(1,0)+b(0,1)\) and use the linearity of \(Df(p)\).

The theorem needs no differentiability, because Lean sets `fderiv` to zero where no derivative exists. The energy theorems below do assume it. In the proof, `map_add` and `map_smul` are the linearity.

```lean
/-- The Fréchet derivative of `f` is `f_ρ dρ + f_σ dσ`. -/
theorem total_differential (f : ℝ × ℝ → ℝ) (p : ℝ × ℝ) (a b : ℝ) :
    fderiv ℝ f p (a, b) = fRho f p * a + fSigma f p * b := by
  have h : ((a, b) : ℝ × ℝ) = a • ((1, 0) : ℝ × ℝ) + b • ((0, 1) : ℝ × ℝ) := by simp
  rw [h, map_add, map_smul, map_smul, smul_eq_mul, smul_eq_mul, fRho, fSigma]
  ring
```

## (b) The tabulated density gradient is a gradient

For a density matrix \(P\), the density and its gradient on the grid are defined as linear expressions in \(P\):

\[ \rho_g(P)=\sum_{mn}P_{mn}\phi_{gm}\phi_{gn},\qquad \nabla_i\rho_g(P)=\sum_{mn}P_{mn}\Gamma_{gmni}. \]

```lean
variable [Fintype B]

/-- The electron density at a grid point, linear in the density matrix `P`. -/
def GridBasis.rho (P : Matrix B B ℝ) (g : G) : ℝ :=
  ∑ m, ∑ n, P m n * (S.phi g m * S.phi g n)

/-- The density gradient at a grid point, linear in the density matrix `P`. -/
def GridBasis.gradRho (P : Matrix B B ℝ) (g : G) (i : ι) : ℝ :=
  ∑ m, ∑ n, P m n * S.gradPair g m n i
```

**Task.** Let \(\chi_m(s)\) be the basis functions followed along direction \(i\), passing the grid point at \(s_0\), with \(\chi_m(s_0)=\phi_{gm}\) and \(\chi_m'(s_0)=\nabla_i\phi_{gm}\). Show that

\[ \frac{d}{ds}\sum_{mn}P_{mn}\chi_m(s)\chi_n(s)\Big|_{s_0}=\nabla_i\rho_g(P). \]

**Solution.** By the product rule each term has the derivative \(P_{mn}[\chi_m'(s_0)\chi_n(s_0)+\chi_m(s_0)\chi_n'(s_0)]\). Inserting the tabulated values turns the bracket into \(\Gamma_{gmni}\).

In Lean, `HasDerivAt F F' s₀` says that `F` is differentiable at `s₀` with derivative `F'`. The hypotheses `hv` and `hd` say that the tables are correct. Only this theorem uses them; the later ones hold for any tables.

```lean
/-- If basis functions `χ`, followed along direction `i` through a grid point, have there the
tabulated values and derivatives, then `gradRho` is the derivative of their density. -/
theorem gradRho_is_gradient (P : Matrix B B ℝ) (g : G) (i : ι) (χ : B → ℝ → ℝ) (s₀ : ℝ)
    (hv : ∀ m, χ m s₀ = S.phi g m) (hd : ∀ m, HasDerivAt (χ m) (S.dphi g m i) s₀) :
    HasDerivAt (fun s => ∑ m, ∑ n, P m n * (χ m s * χ n s)) (S.gradRho P g i) s₀ := by
  unfold GridBasis.gradRho
  refine HasDerivAt.fun_sum fun m _ => HasDerivAt.fun_sum fun n _ => ?_
  refine (((hd m).fun_mul (hd n)).const_mul (P m n)).congr_deriv ?_
  rw [hv m, hv n, GridBasis.gradPair]
```

## (c) The response of the squared gradient

Define \(\sigma_g(P)=\sum_i\nabla_i\rho_g(P)\,\nabla_i\rho_g(P)\).

```lean
variable [Fintype ι]

/-- The squared length `σ = ∇ρ · ∇ρ` of the density gradient. -/
def GridBasis.sigma (P : Matrix B B ℝ) (g : G) : ℝ :=
  ∑ i, S.gradRho P g i * S.gradRho P g i
```

**Task.** Let \(P(t)\) be a path of matrices whose entries are differentiable at \(t_0\) with derivatives \(dP_{mn}\). Show that

\[ \frac{d}{dt}\sigma_g(P(t))\Big|_{t_0}=2\sum_i\nabla_i\rho_g(P(t_0))\,\nabla_i\rho_g(dP). \]

**Solution.** Since \(\nabla_i\rho_g\) is linear in \(P\), its derivative along the path is \(\nabla_i\rho_g(dP)\). The product rule for a square gives the factor 2 in each direction.

The linear step is `h` in the proof, and `fun_mul` is the product rule.

```lean
/-- Along a differentiable path of density matrices with velocity `dP`, the derivative of `σ`
is twice the inner product of `∇ρ` with the density gradient belonging to `dP`. -/
theorem hasDerivAt_sigma (P : ℝ → Matrix B B ℝ) (dP : Matrix B B ℝ) (t₀ : ℝ) (g : G)
    (hP : ∀ m n, HasDerivAt (fun t => P t m n) (dP m n) t₀) :
    HasDerivAt (fun t => S.sigma (P t) g)
      (2 * ∑ i, S.gradRho (P t₀) g i * S.gradRho dP g i) t₀ := by
  have h : ∀ i, HasDerivAt (fun t => S.gradRho (P t) g i) (S.gradRho dP g i) t₀ := fun i => by
    unfold GridBasis.gradRho
    exact HasDerivAt.fun_sum fun m _ => HasDerivAt.fun_sum fun n _ => (hP m n).mul_const _
  unfold GridBasis.sigma
  refine (HasDerivAt.fun_sum fun i _ => (h i).fun_mul (h i)).congr_deriv ?_
  rw [Finset.mul_sum]
  exact Finset.sum_congr rfl fun i _ => by ring
```

## (d) Collecting the coefficients of \(dP\)

**Task.** For numbers \(a\), \(b\) and a vector \(v_i\), show that

\[ a\,\rho_g(dP)+2b\sum_i v_i\nabla_i\rho_g(dP)=\sum_{mn}\Big[a\,\phi_{gm}\phi_{gn}+2b\sum_i v_i\Gamma_{gmni}\Big]dP_{mn}. \]

**Solution.** Insert the definitions from (b). In the second term, move the sum over \(i\) inside the sums over \(m\) and \(n\):

\[ \sum_i v_i\sum_{mn}dP_{mn}\Gamma_{gmni}=\sum_{mn}dP_{mn}\sum_i v_i\Gamma_{gmni}. \]

Then collect the factor \(dP_{mn}\).

The exchange of sums is `hv`, done with two uses of `Finset.sum_comm`.

```lean
/-- At one grid point, a linear response to the changes of `ρ` and `∇ρ` is a contraction of
`dP` with products of basis functions and their gradients. -/
theorem local_contraction (dP : Matrix B B ℝ) (g : G) (a b : ℝ) (v : ι → ℝ) :
    a * S.rho dP g + b * (2 * ∑ i, v i * S.gradRho dP g i) =
      ∑ m, ∑ n, (a * (S.phi g m * S.phi g n)
        + 2 * b * ∑ i, v i * S.gradPair g m n i) * dP m n := by
  -- move the sum over directions inside the sums over basis functions
  have hv : ∑ i, v i * S.gradRho dP g i =
      ∑ m, ∑ n, dP m n * ∑ i, v i * S.gradPair g m n i := by
    simp only [GridBasis.gradRho, Finset.mul_sum]
    rw [Finset.sum_comm]
    refine Finset.sum_congr rfl fun m _ => ?_
    rw [Finset.sum_comm]
    exact Finset.sum_congr rfl fun n _ => Finset.sum_congr rfl fun i _ => by ring
  rw [hv, GridBasis.rho]
  simp only [add_mul, Finset.sum_add_distrib]
  congr 1
  · rw [Finset.mul_sum]
    refine Finset.sum_congr rfl fun m _ => ?_
    rw [Finset.mul_sum]
    exact Finset.sum_congr rfl fun n _ => by ring
  · rw [← mul_assoc, Finset.mul_sum]
    refine Finset.sum_congr rfl fun m _ => ?_
    rw [Finset.mul_sum]
    exact Finset.sum_congr rfl fun n _ => by ring
```

## (e) Two halves of the potential matrix

The grid is now finite, and the energy is \(E(P)=\sum_g w_g f(\rho_g,\sigma_g)\). Two matrices are defined, with all densities and derivatives of \(f\) taken at \(P\):

\[ V_{mn}=\sum_g w_g\Big[f_\rho\,\phi_{gm}\phi_{gn}+2f_\sigma\sum_i\nabla_i\rho_g\,\Gamma_{gmni}\Big], \]

\[ A_{mn}=\sum_g w_g\,\phi_{gm}\Big[\tfrac12 f_\rho\,\phi_{gn}+2f_\sigma\sum_i\nabla_i\rho_g\,\nabla_i\phi_{gn}\Big]. \]

The matrix \(A\) can be assembled as a single matrix product over the grid.

```lean
variable [Fintype G] (f : ℝ × ℝ → ℝ)

/-- The semilocal energy `∑ w f(ρ, σ)` on the grid. -/
def GridBasis.energy (P : Matrix B B ℝ) : ℝ :=
  ∑ g, S.w g * f (S.rho P g, S.sigma P g)

/-- The potential matrix `V = ∑ w [f_ρ φ_m φ_n + 2 f_σ ∇ρ · ∇(φ_m φ_n)]`. -/
def GridBasis.potential (P : Matrix B B ℝ) : Matrix B B ℝ :=
  Matrix.of fun m n => ∑ g, S.w g *
    (fRho f (S.rho P g, S.sigma P g) * (S.phi g m * S.phi g n)
      + 2 * fSigma f (S.rho P g, S.sigma P g) * ∑ i, S.gradRho P g i * S.gradPair g m n i)

/-- The half matrix `A = ∑ w φ_m [f_ρ φ_n / 2 + 2 f_σ ∇ρ · ∇φ_n]`. -/
def GridBasis.halfPotential (P : Matrix B B ℝ) : Matrix B B ℝ :=
  Matrix.of fun m n => ∑ g, S.w g * (S.phi g m *
    (fRho f (S.rho P g, S.sigma P g) * S.phi g n / 2
      + 2 * fSigma f (S.rho P g, S.sigma P g) * ∑ i, S.gradRho P g i * S.dphi g n i))
```

**Task.** Show that

\[ V=A+A^{\mathsf T}. \]

**Solution.** At each grid point,

\[ \sum_i\nabla_i\rho_g\,\Gamma_{gmni}=\phi_{gn}\sum_i\nabla_i\rho_g\nabla_i\phi_{gm}+\phi_{gm}\sum_i\nabla_i\rho_g\nabla_i\phi_{gn}. \]

Multiplied by \(2w_gf_\sigma\), the second term is the gradient part of \(A_{mn}\) and the first is that of \(A_{nm}\). The density term \(w_gf_\rho\phi_{gm}\phi_{gn}\) splits into two equal halves.

The displayed identity is `h` in the proof, and `ring` does the rest.

```lean
/-- The potential matrix is the half matrix plus its transpose. -/
theorem potential_eq_half_add_transpose (P : Matrix B B ℝ) :
    S.potential f P = S.halfPotential f P + (S.halfPotential f P).transpose := by
  ext m n
  simp only [GridBasis.potential, GridBasis.halfPotential, Matrix.of_apply, Matrix.add_apply,
    Matrix.transpose_apply, ← Finset.sum_add_distrib]
  refine Finset.sum_congr rfl fun g _ => ?_
  have h : ∑ i, S.gradRho P g i * S.gradPair g m n i =
      S.phi g n * ∑ i, S.gradRho P g i * S.dphi g m i
        + S.phi g m * ∑ i, S.gradRho P g i * S.dphi g n i := by
    rw [Finset.mul_sum, Finset.mul_sum, ← Finset.sum_add_distrib]
    exact Finset.sum_congr rfl fun i _ => by rw [GridBasis.gradPair]; ring
  rw [h]
  ring
```

## (f) Symmetry

**Task.** Show that, for every real matrix \(P\), symmetric or not,

\[ V^{\mathsf T}=V. \]

**Solution.** By (e), \(V^{\mathsf T}=A^{\mathsf T}+A=V\).

```lean
/-- The potential matrix is symmetric. -/
theorem potential_isSymm (P : Matrix B B ℝ) : (S.potential f P).IsSymm := by
  rw [Matrix.IsSymm, potential_eq_half_add_transpose, Matrix.transpose_add,
    Matrix.transpose_transpose, add_comm]
```

## (g) The derivative along a path

**Task.** Let \(P(t)\) be as in (c), and let \(f\) be differentiable at each pair \((\rho_g,\sigma_g)\) that occurs at \(t_0\). Show that

\[ \frac{d}{dt}E(P(t))\Big|_{t_0}=\sum_{mn}V_{mn}(P(t_0))\,dP_{mn}. \]

**Solution.** The density changes at the rate \(\rho_g(dP)\), and \(\sigma_g\) at the rate found in (c). The chain rule and (a) give, at each grid point,

\[ \frac{d}{dt}f(\rho_g,\sigma_g)\Big|_{t_0}=f_\rho\,\rho_g(dP)+2f_\sigma\sum_i\nabla_i\rho_g\,\nabla_i\rho_g(dP). \]

Apply (d) with \(a=f_\rho\), \(b=f_\sigma\), \(v_i=\nabla_i\rho_g\). Multiply by \(w_g\), sum over \(g\), and exchange this sum with those over \(m\) and \(n\). The coefficient of \(dP_{mn}\) is \(V_{mn}\).

The differentiability of \(f\) is the hypothesis `hf`. Without it the derivative may not exist. Take one grid point of weight 1, one direction, and two basis functions with \(\phi=(1,1)\), \(\nabla\phi=(\tfrac12,-\tfrac12)\), so that \(\nabla\rho=P_{11}-P_{22}\). For \(f=\sqrt\sigma\) the energy is \(E=|P_{11}-P_{22}|\), which has a kink at the unit matrix when \(P_{11}\) alone is varied. Since \(f\) is a function on the whole plane, `hf` at a point with \(\sigma_g=0\) also concerns small negative \(\sigma\), which no density reaches.

In the proof, `hρ` is the rate of the density and `hc` the chain rule; the last lines exchange the sums.

```lean
/-- Along a differentiable path of density matrices with velocity `dP`, the energy changes at
the rate `∑ V dP`, if `f` is differentiable at the values of `(ρ, σ)` on the grid. -/
theorem hasDerivAt_energy (P : ℝ → Matrix B B ℝ) (dP : Matrix B B ℝ) (t₀ : ℝ)
    (hf : ∀ g, DifferentiableAt ℝ f (S.rho (P t₀) g, S.sigma (P t₀) g))
    (hP : ∀ m n, HasDerivAt (fun t => P t m n) (dP m n) t₀) :
    HasDerivAt (fun t => S.energy f (P t))
      (∑ m, ∑ n, S.potential f (P t₀) m n * dP m n) t₀ := by
  have hρ : ∀ g, HasDerivAt (fun t => S.rho (P t) g) (S.rho dP g) t₀ := fun g => by
    unfold GridBasis.rho
    exact HasDerivAt.fun_sum fun m _ => HasDerivAt.fun_sum fun n _ => (hP m n).mul_const _
  -- chain rule at each grid point
  have hc : ∀ g, HasDerivAt (fun t => f (S.rho (P t) g, S.sigma (P t) g))
      (fderiv ℝ f (S.rho (P t₀) g, S.sigma (P t₀) g)
        (S.rho dP g, 2 * ∑ i, S.gradRho (P t₀) g i * S.gradRho dP g i)) t₀ := fun g =>
    (hf g).hasFDerivAt.comp_hasDerivAt t₀ ((hρ g).prodMk (hasDerivAt_sigma S P dP t₀ g hP))
  unfold GridBasis.energy
  refine (HasDerivAt.fun_sum fun g _ => (hc g).const_mul (S.w g)).congr_deriv ?_
  -- exchange the grid sum with the sums over basis functions
  simp only [total_differential, local_contraction]
  simp only [GridBasis.potential, Matrix.of_apply, Finset.sum_mul]
  rw [Finset.sum_congr rfl fun g _ => Finset.mul_sum _ _ _, Finset.sum_comm]
  refine Finset.sum_congr rfl fun m _ => ?_
  rw [Finset.sum_congr rfl fun g _ => Finset.mul_sum _ _ _, Finset.sum_comm]
  exact Finset.sum_congr rfl fun n _ => Finset.sum_congr rfl fun g _ => by ring
```

## (h) The derivative along a straight line

**Task.** Under the same condition on \(f\), now at \(P\), show for any matrix \(dP\) that

\[ \frac{d}{dt}E(P+t\,dP)\Big|_{0}=\sum_{mn}V_{mn}(P)\,dP_{mn}. \]

**Solution.** The line has velocity \(dP\) and passes \(P\) at \(t=0\), so (g) applies.

For a numerical instance, take one grid point with \(w=\tfrac12\), one direction, \(\phi=(1,1)\), \(\nabla\phi=(1,0)\), \(f=\rho\sigma\) and \(P\) the unit matrix. Then \(\rho=2\), \(\nabla\rho=2\), \(\sigma=4\), \(f_\rho=4\), \(f_\sigma=2\), and

\[ A=\begin{pmatrix}5&1\\5&1\end{pmatrix},\qquad V=\begin{pmatrix}10&6\\6&2\end{pmatrix}. \]

Let \(dP\) have zeros on the diagonal and ones off it. Along this line \(\rho=\nabla\rho=2+2t\), so \(E=\tfrac12(2+2t)^3\), with derivative 12 at \(t=0\). This equals \(V_{12}+V_{21}\).

The same comparison by finite differences can test a GGA implementation with fixed grid and basis, with no quadrature error to allow for. Nuclear forces need further terms when the grid or the basis moves with the nuclei.

```lean
/-- The derivative of the energy at `P` in the direction `dP` is `∑ V dP`, if `f` is
differentiable at the values of `(ρ, σ)` on the grid. -/
theorem hasDerivAt_energy_line (P dP : Matrix B B ℝ)
    (hf : ∀ g, DifferentiableAt ℝ f (S.rho P g, S.sigma P g)) :
    HasDerivAt (fun t : ℝ => S.energy f (P + t • dP))
      (∑ m, ∑ n, S.potential f P m n * dP m n) 0 := by
  have h0 : P + (0 : ℝ) • dP = P := by simp
  have h := hasDerivAt_energy S f (fun t : ℝ => P + t • dP) dP 0
    (by simpa only [h0] using hf)
    (fun m n => (((hasDerivAt_id' (0 : ℝ)).mul_const (dP m n)).const_add (P m n)).congr_deriv
      (one_mul _))
  simpa only [h0] using h
```

## (i) No other symmetric matrix will do

**Task.** Let \(f\) be as in (h), and let \(W\) be a symmetric matrix such that \(\sum_{mn}W_{mn}dP_{mn}\) is the derivative of \(E(P+t\,dP)\) at \(t=0\) for every symmetric \(dP\). Show that

\[ W=V(P). \]

**Solution.** The difference \(D=W-V\) is symmetric by (f), so \(dP=D\) is an allowed variation. A derivative has only one value, hence \(\sum_{mn}W_{mn}D_{mn}=\sum_{mn}V_{mn}D_{mn}\), which means \(\sum_{mn}D_{mn}^2=0\). A sum of squares vanishes only if every term does, so \(D=0\).

The allowed variations include those that change the number of electrons. In the proof, `e` equates the two derivatives, `z` is the vanishing sum of squares, and `Finset.sum_eq_zero_iff_of_nonneg` is used once for each index.

```lean
/-- For `f` differentiable at the values of `(ρ, σ)` on the grid, a symmetric matrix that gives
the derivative of the energy along every symmetric variation equals the potential matrix. -/
theorem potential_unique (P W : Matrix B B ℝ)
    (hf : ∀ g, DifferentiableAt ℝ f (S.rho P g, S.sigma P g)) (hW : W.IsSymm)
    (h : ∀ dP : Matrix B B ℝ, dP.IsSymm →
      HasDerivAt (fun t : ℝ => S.energy f (P + t • dP)) (∑ m, ∑ n, W m n * dP m n) 0) :
    W = S.potential f P := by
  -- test the difference of the two matrices against itself
  have e := (h (W - S.potential f P) (hW.sub (potential_isSymm S f P))).unique
    (hasDerivAt_energy_line S f P (W - S.potential f P) hf)
  have z : ∑ m, ∑ n, (W - S.potential f P) m n * (W - S.potential f P) m n = 0 := by
    rw [← sub_eq_zero] at e
    rw [← e, ← Finset.sum_sub_distrib]
    refine Finset.sum_congr rfl fun m _ => ?_
    rw [← Finset.sum_sub_distrib]
    exact Finset.sum_congr rfl fun n _ => by rw [Matrix.sub_apply]; ring
  ext m n
  have h1 := (Finset.sum_eq_zero_iff_of_nonneg
    (fun m _ => Finset.sum_nonneg fun n _ => mul_self_nonneg _)).mp z m (Finset.mem_univ m)
  have h2 := (Finset.sum_eq_zero_iff_of_nonneg
    (fun n _ => mul_self_nonneg _)).mp h1 n (Finset.mem_univ n)
  exact sub_eq_zero.mp (mul_self_eq_zero.mp h2)

end GridFunctionalDerivative
```

```lean
#print axioms GridFunctionalDerivative.gradRho_is_gradient
-- 'GridFunctionalDerivative.gradRho_is_gradient' depends on axioms: [propext, Classical.choice, Quot.sound]
#print axioms GridFunctionalDerivative.potential_unique
-- 'GridFunctionalDerivative.potential_unique' depends on axioms: [propext, Classical.choice, Quot.sound]
```
